# Error bound for a three-point force constant

A bound on a finite difference has to say where the energy curve is smooth. Here E is a real function of one real coordinate, and smoothness is required only on the closed interval [x − h, x + h] spanned by the three evaluation points. Derivatives at the two ends are taken from inside the interval. Nothing is assumed about E beyond them, so a kink or a curve crossing further out does no harm.

## The bound

Let h > 0 be the step. The three-point estimate of the second derivative is

D(h) = (E(x + h) − 2E(x) + E(x − h)) / h²

If E is four times continuously differentiable on the interval and its fourth derivative satisfies |E⁽⁴⁾| ≤ M there, then

|D(h) − E″(x)| ≤ M h²/12

If, under the same conditions on E, the computed energies F(x + h), F(x) and F(x − h) each lie within ε of the exact ones, the estimate built from F has error at most

B(h) = M h²/12 + 4ε/h²

## Where a code relies on it

For a single displacement coordinate with all others held fixed, D(h) gives a force constant from three single-point energies, and the bound limits its discretisation error. The second term of B(h) shows the cost of a small step: halving h divides the first term by four and multiplies the second by four. Energies that are converged well enough for a total energy may therefore be too loose for a force constant.

## Derivation

Collect the error in a symmetric remainder, for 0 ≤ t ≤ h:

R(t) = E(x + t) + E(x − t) − 2E(x) − t² E″(x)

Each derivative of E(x − t) with respect to t brings a factor −1, so

R′(t) = E′(x + t) − E′(x − t) − 2t E″(x)

R″(t) = E″(x + t) + E″(x − t) − 2E″(x)

R‴(t) = E‴(x + t) − E‴(x − t)

R⁽⁴⁾(t) = E⁽⁴⁾(x + t) + E⁽⁴⁾(x − t)

At t = 0 the functions R, R′, R″ and R‴ all vanish. If u(0) = 0 and |u′(t)| ≤ C tⁿ, integration from 0 to t gives

|u(t)| ≤ C tⁿ⁺¹/(n + 1)

Starting from the bound on the fourth derivative and applying this four times, we get

|R⁽⁴⁾(t)| ≤ 2M

|R‴(t)| ≤ 2M t

|R″(t)| ≤ M t²

|R′(t)| ≤ M t³/3

|R(t)| ≤ M t⁴/12

Since D(h) − E″(x) = R(h)/h², setting t = h and dividing by h² gives the result.

**The constant 1/12.** Take E(s) = M(s − x)⁴/24 with M ≥ 0. Its fourth derivative is M everywhere, and both E(x) and E″(x) are zero. The two displaced energies are M h⁴/24 each, so

E(x + h) − 2E(x) + E(x − h) = M h⁴/12

Dividing by h² gives an error of exactly M h²/12, so no smaller constant would serve for all curves.

**Errors in the energies.** Write δ₊, δ₀ and δ₋ for F − E at x + h, x and x − h. They change the estimate by

(δ₊ − 2δ₀ + δ₋)/h²

This is at most (ε + 2ε + ε)/h² = 4ε/h² in size. The triangle inequality adds it to the discretisation error.

**The step.** Put a = M h²/12 and b = 4ε/h², both non-negative. Their product ab = Mε/3 does not depend on h, and

a + b − 2√(ab) = (√a − √b)² ≥ 0

Hence B(h) ≥ 2√(Mε/3), with equality exactly when a = b, that is, when M h⁴ = 48ε. For positive M and ε this selects the single step

h = (48ε/M)^(1/4)

**The limiting case M = 0.** The fourth derivative then vanishes on the interval, E is a polynomial of degree at most three there, and the estimate is exact. With ε > 0 only 4ε/h² remains in B(h). It falls as h grows, so no finite step minimises it, in agreement with the condition 0 = 48ε having no solution.

## The Lean file

```lean
import Mathlib

open Set

namespace FiniteDifferenceForceConstant

noncomputable section

/-- The three-point estimate of the second derivative of an energy curve `E` at `x`
with step `h`. -/
def secondDifference (E : ℝ → ℝ) (x h : ℝ) : ℝ :=
  (E (x + h) - 2 * E x + E (x - h)) / h ^ 2

/-- Derivatives of a curve displaced forwards and backwards from `x`, taken with respect
to the size of the displacement. -/
theorem displaced_derivatives {g g' : ℝ → ℝ} {x h t : ℝ}
    (hg : ∀ s ∈ Icc (x - h) (x + h), HasDerivWithinAt g (g' s) (Icc (x - h) (x + h)) s)
    (ht : t ∈ Icc 0 h) :
    HasDerivWithinAt (fun r => g (x + r)) (g' (x + t)) (Icc 0 h) t ∧
      HasDerivWithinAt (fun r => g (x - r)) (-g' (x - t)) (Icc 0 h) t := by
  have hp : MapsTo (fun r : ℝ => x + r) (Icc 0 h) (Icc (x - h) (x + h)) := by
    intro r hr
    simp only [mem_Icc] at hr ⊢
    constructor <;> linarith [hr.1, hr.2]
  have hm : MapsTo (fun r : ℝ => x - r) (Icc 0 h) (Icc (x - h) (x + h)) := by
    intro r hr
    simp only [mem_Icc] at hr ⊢
    constructor <;> linarith [hr.1, hr.2]
  have d1 : HasDerivWithinAt (fun r : ℝ => x + r) 1 (Icc 0 h) t :=
    (hasDerivWithinAt_id t _).const_add x
  have d2 : HasDerivWithinAt (fun r : ℝ => x - r) (-1) (Icc 0 h) t :=
    (hasDerivWithinAt_id t _).const_sub x
  constructor
  · exact (HasDerivWithinAt.comp (h := fun r : ℝ => x + r) (h₂ := g) t
      (hg _ (hp ht)) d1 hp).congr_deriv (by simp)
  · exact (HasDerivWithinAt.comp (h := fun r : ℝ => x - r) (h₂ := g) t
      (hg _ (hm ht)) d2 hm).congr_deriv (by simp)

/-- A quantity that starts at zero and changes at a rate of at most `C t ^ n` is bounded by
`C t ^ (n + 1) / (n + 1)`. -/
theorem growth_bound {u u' : ℝ → ℝ} {h C : ℝ} (n : ℕ)
    (hu : ∀ t ∈ Icc 0 h, HasDerivWithinAt u (u' t) (Icc 0 h) t) (h0 : u 0 = 0)
    (hb : ∀ t ∈ Icc 0 h, |u' t| ≤ C * t ^ n) :
    ∀ t ∈ Icc 0 h, |u t| ≤ C / (n + 1) * t ^ (n + 1) := by
  intro t ht
  have hB : ∀ r : ℝ, HasDerivAt (fun r : ℝ => C / (n + 1) * r ^ (n + 1)) (C * r ^ n) r := by
    intro r
    refine ((hasDerivAt_pow (n + 1) r).const_mul (C / ((n : ℝ) + 1))).congr_deriv ?_
    have hn : (n : ℝ) + 1 ≠ 0 := by positivity
    simp only [Nat.add_sub_cancel, Nat.cast_add, Nat.cast_one]
    field_simp
  exact image_norm_le_of_norm_deriv_right_le_deriv_boundary (f := u) (f' := u')
    (a := 0) (b := h) (fun r hr => (hu r hr).continuousWithinAt)
    (fun r hr => (hu r ⟨hr.1, hr.2.le⟩).mono_of_mem_nhdsWithin (Icc_mem_nhdsGE_of_mem hr))
    (by simp [h0]) hB (fun r hr => hb r ⟨hr.1, hr.2.le⟩) ht

/-- The error bound `M h ^ 2 / 12` for a curve `f` with successive derivatives
`f1, f2, f3, f4` on `[x - h, x + h]` and `|f4| ≤ M` there. -/
theorem error_of_derivative_chain {f f1 f2 f3 f4 : ℝ → ℝ} {x h M : ℝ} (hh : 0 < h)
    (h0 : ∀ s ∈ Icc (x - h) (x + h), HasDerivWithinAt f (f1 s) (Icc (x - h) (x + h)) s)
    (h1 : ∀ s ∈ Icc (x - h) (x + h), HasDerivWithinAt f1 (f2 s) (Icc (x - h) (x + h)) s)
    (h2 : ∀ s ∈ Icc (x - h) (x + h), HasDerivWithinAt f2 (f3 s) (Icc (x - h) (x + h)) s)
    (h3 : ∀ s ∈ Icc (x - h) (x + h), HasDerivWithinAt f3 (f4 s) (Icc (x - h) (x + h)) s)
    (hM : ∀ s ∈ Icc (x - h) (x + h), |f4 s| ≤ M) :
    |secondDifference f x h - f2 x| ≤ M * h ^ 2 / 12 := by
  -- integrate the bound on the fourth derivative four times
  have b3 := growth_bound (u := fun t => f3 (x + t) - f3 (x - t))
    (u' := fun t => f4 (x + t) + f4 (x - t)) (h := h) (C := 2 * M) 0
    (fun t ht => ((displaced_derivatives h3 ht).1.sub
      (displaced_derivatives h3 ht).2).congr_deriv (by ring)) (by simp)
    (fun t ht => by
      have a := abs_le.1 (hM (x + t) ⟨by linarith [ht.1], by linarith [ht.2]⟩)
      have b := abs_le.1 (hM (x - t) ⟨by linarith [ht.2], by linarith [ht.1]⟩)
      simp only [pow_zero, mul_one, abs_le]
      constructor <;> linarith [a.1, a.2, b.1, b.2])
  have b2 := growth_bound (u := fun t => f2 (x + t) + f2 (x - t) - 2 * f2 x)
    (u' := fun t => f3 (x + t) - f3 (x - t)) (h := h) (C := 2 * M) 1
    (fun t ht => (((displaced_derivatives h2 ht).1.add
      (displaced_derivatives h2 ht).2).sub_const (2 * f2 x)).congr_deriv (by ring))
    (by simp only [add_zero, sub_zero]; ring)
    (fun t ht => (b3 t ht).trans_eq (by push_cast; ring))
  have b1 := growth_bound (u := fun t => f1 (x + t) - f1 (x - t) - t * (2 * f2 x))
    (u' := fun t => f2 (x + t) + f2 (x - t) - 2 * f2 x) (h := h) (C := M) 2
    (fun t ht => (((displaced_derivatives h1 ht).1.sub (displaced_derivatives h1 ht).2).sub
      ((hasDerivWithinAt_id t _).mul_const (2 * f2 x))).congr_deriv (by ring))
    (by simp) (fun t ht => (b2 t ht).trans_eq (by push_cast; ring))
  have hq : ∀ t : ℝ, HasDerivWithinAt (fun r : ℝ => r ^ 2 * f2 x) (2 * t * f2 x)
      (Icc 0 h) t := fun t =>
    (((hasDerivAt_pow 2 t).mul_const (f2 x)).congr_deriv (by simp)).hasDerivWithinAt
  have b0 := growth_bound (u := fun t => f (x + t) + f (x - t) - 2 * f x - t ^ 2 * f2 x)
    (u' := fun t => f1 (x + t) - f1 (x - t) - t * (2 * f2 x)) (h := h) (C := M / 3) 3
    (fun t ht => ((((displaced_derivatives h0 ht).1.add
      (displaced_derivatives h0 ht).2).sub_const (2 * f x)).sub (hq t)).congr_deriv (by ring))
    (by simp only [add_zero, sub_zero]; ring)
    (fun t ht => (b1 t ht).trans_eq (by push_cast; ring))
  -- divide the remainder at `t = h` by `h ^ 2`
  have hp : 0 < h ^ 2 := by positivity
  have e : secondDifference f x h - f2 x =
      (f (x + h) + f (x - h) - 2 * f x - h ^ 2 * f2 x) / h ^ 2 := by
    unfold secondDifference
    rw [eq_div_iff hp.ne', sub_mul, div_mul_cancel₀ _ hp.ne']
    ring
  rw [e, abs_div, abs_of_pos hp, div_le_iff₀ hp]
  exact (b0 h ⟨hh.le, le_rfl⟩).trans_eq (by push_cast; ring)

/-- For an energy curve that is four times continuously differentiable on `[x - h, x + h]`
with fourth derivative at most `M` in size, the three-point estimate differs from the
second derivative at `x` by at most `M h ^ 2 / 12`. -/
theorem secondDifference_error {E : ℝ → ℝ} {x h M : ℝ} (hh : 0 < h)
    (hE : ContDiffOn ℝ 4 E (Icc (x - h) (x + h)))
    (hM : ∀ s ∈ Icc (x - h) (x + h),
      |iteratedDerivWithin 4 E (Icc (x - h) (x + h)) s| ≤ M) :
    |secondDifference E x h - iteratedDeriv 2 E x| ≤ M * h ^ 2 / 12 := by
  have hs : UniqueDiffOn ℝ (Icc (x - h) (x + h)) := uniqueDiffOn_Icc (by linarith)
  have key : ∀ k : ℕ, k < 4 → ∀ s ∈ Icc (x - h) (x + h),
      HasDerivWithinAt (iteratedDerivWithin k E (Icc (x - h) (x + h)))
        (iteratedDerivWithin (k + 1) E (Icc (x - h) (x + h)) s) (Icc (x - h) (x + h)) s := by
    intro k hk s hsI
    rw [iteratedDerivWithin_succ]
    exact (hE.differentiableOn_iteratedDerivWithin (by exact_mod_cast hk) hs s
      hsI).hasDerivWithinAt
  have k0 := key 0 (by norm_num)
  rw [iteratedDerivWithin_zero] at k0
  -- at the interior point `x` the derivative within the interval and the ordinary one agree
  have hc : ContDiffAt ℝ ((2 : ℕ) : WithTop ℕ∞) E x :=
    (hE.contDiffAt (Icc_mem_nhds (by linarith) (by linarith))).of_le
      (by exact_mod_cast (by norm_num : (2 : ℕ) ≤ 4))
  rw [← iteratedDerivWithin_eq_iteratedDeriv hs hc ⟨by linarith, by linarith⟩]
  exact error_of_derivative_chain hh k0 (key 1 (by norm_num)) (key 2 (by norm_num))
    (key 3 (by norm_num)) hM

/-- The quartic curve `M (s - x) ^ 4 / 24` has constant fourth derivative `M`, and its
undivided difference `E (x + h) - 2 E x + E (x - h)` equals `h ^ 2` times its second
derivative at `x` plus exactly
`h ^ 2` times `M h ^ 2 / 12`. -/
theorem quartic_attains_error (M x h : ℝ) :
    let E : ℝ → ℝ := fun s => M / 24 * (s - x) ^ 4
    (∀ s, iteratedDeriv 4 E s = M) ∧
      E (x + h) - 2 * E x + E (x - h) =
        h ^ 2 * (iteratedDeriv 2 E x + M * h ^ 2 / 12) := by
  intro E
  have key : ∀ (c : ℝ) (k : ℕ) (s : ℝ), HasDerivAt (fun r : ℝ => c * (r - x) ^ (k + 1))
      (c * (((k : ℝ) + 1) * (s - x) ^ k)) s := by
    intro c k s
    have d := (((hasDerivAt_id s).sub_const x).fun_pow (k + 1)).const_mul c
    exact d.congr_deriv (by simp)
  have d1 : deriv E = fun s => M / 6 * (s - x) ^ 3 := by
    funext s
    exact ((key (M / 24) 3 s).congr_deriv (by push_cast; ring)).deriv
  have d2 : deriv (fun s : ℝ => M / 6 * (s - x) ^ 3) = fun s => M / 2 * (s - x) ^ 2 := by
    funext s
    exact ((key (M / 6) 2 s).congr_deriv (by push_cast; ring)).deriv
  have d3 : deriv (fun s : ℝ => M / 2 * (s - x) ^ 2) = fun s => M * (s - x) ^ 1 := by
    funext s
    exact ((key (M / 2) 1 s).congr_deriv (by push_cast; ring)).deriv
  have d4 : deriv (fun s : ℝ => M * (s - x) ^ 1) = fun _ => M := by
    funext s
    exact ((key M 0 s).congr_deriv (by push_cast; ring)).deriv
  have e2 : iteratedDeriv 2 E = deriv (deriv E) := by
    rw [iteratedDeriv_eq_iterate]; rfl
  have e4 : iteratedDeriv 4 E = deriv (deriv (deriv (deriv E))) := by
    rw [iteratedDeriv_eq_iterate]; rfl
  constructor
  · intro s
    rw [e4, d1, d2, d3, d4]
  · rw [e2, d1, d2]
    simp only [E]
    ring

/-- If the three computed energies `F` each deviate from the exact curve `E` by at most `ε`,
the error of the estimated second derivative is at most `M h ^ 2 / 12 + 4 ε / h ^ 2`. -/
theorem noisy_secondDifference_error {E F : ℝ → ℝ} {x h M ε : ℝ} (hh : 0 < h)
    (hE : ContDiffOn ℝ 4 E (Icc (x - h) (x + h)))
    (hM : ∀ s ∈ Icc (x - h) (x + h),
      |iteratedDerivWithin 4 E (Icc (x - h) (x + h)) s| ≤ M)
    (hp : |F (x + h) - E (x + h)| ≤ ε) (hx : |F x - E x| ≤ ε)
    (hm : |F (x - h) - E (x - h)| ≤ ε) :
    |secondDifference F x h - iteratedDeriv 2 E x| ≤ M * h ^ 2 / 12 + 4 * ε / h ^ 2 := by
  have hpos : 0 < h ^ 2 := by positivity
  have e : secondDifference F x h - secondDifference E x h =
      ((F (x + h) - E (x + h)) - 2 * (F x - E x) + (F (x - h) - E (x - h))) / h ^ 2 := by
    unfold secondDifference
    ring
  -- the noise enters with weights 1, 2, 1
  have b : |secondDifference F x h - secondDifference E x h| ≤ 4 * ε / h ^ 2 := by
    rw [e, abs_div, abs_of_pos hpos, div_le_div_iff_of_pos_right hpos]
    rw [abs_le] at hp hx hm ⊢
    constructor <;> linarith [hp.1, hp.2, hx.1, hx.2, hm.1, hm.2]
  have a := abs_le.1 (secondDifference_error hh hE hM)
  have b' := abs_le.1 b
  rw [abs_le]
  constructor <;> linarith [a.1, a.2, b'.1, b'.2]

/-- The combined truncation and noise bound is never below `2 √(M ε / 3)`, and it equals this
value exactly when the step satisfies `M h ^ 4 = 48 ε`. -/
theorem optimal_step {M ε h : ℝ} (hM : 0 ≤ M) (hε : 0 ≤ ε) (hh : 0 < h) :
    2 * √(M * ε / 3) ≤ M * h ^ 2 / 12 + 4 * ε / h ^ 2 ∧
      (M * h ^ 2 / 12 + 4 * ε / h ^ 2 = 2 * √(M * ε / 3) ↔ M * h ^ 4 = 48 * ε) := by
  have hne : h ^ 2 ≠ 0 := by positivity
  have ha : 0 ≤ M * h ^ 2 / 12 := by positivity
  have hb : 0 ≤ 4 * ε / h ^ 2 := by positivity
  have hab : M * ε / 3 = (M * h ^ 2 / 12) * (4 * ε / h ^ 2) := by
    have c : 4 * ε / h ^ 2 * h ^ 2 = 4 * ε := div_mul_cancel₀ _ hne
    linear_combination (-M / 12) * c
  have hiff : M * h ^ 2 / 12 = 4 * ε / h ^ 2 ↔ M * h ^ 4 = 48 * ε := by
    rw [eq_div_iff hne]
    constructor <;> intro k
    · linear_combination 12 * k
    · linear_combination k / 12
  rw [hab, Real.sqrt_mul ha, ← hiff]
  -- the excess over the lower bound is the square of a difference of roots
  have sa := Real.sq_sqrt ha
  have sb := Real.sq_sqrt hb
  refine ⟨by nlinarith [sq_nonneg (√(M * h ^ 2 / 12) - √(4 * ε / h ^ 2))], ?_, ?_⟩
  · intro k
    have z : (√(M * h ^ 2 / 12) - √(4 * ε / h ^ 2)) ^ 2 = 0 := by
      linear_combination sa + sb + k
    have w := sub_eq_zero.1 (pow_eq_zero_iff (two_ne_zero) |>.1 z)
    rw [← sa, ← sb, w]
  · intro k
    rw [← k]
    linear_combination (-2) * sa

end

end FiniteDifferenceForceConstant
```

```lean
#print axioms FiniteDifferenceForceConstant.quartic_attains_error
#print axioms FiniteDifferenceForceConstant.noisy_secondDifference_error
#print axioms FiniteDifferenceForceConstant.optimal_step
```

```
'FiniteDifferenceForceConstant.quartic_attains_error' depends on axioms: [propext, Classical.choice, Quot.sound]
'FiniteDifferenceForceConstant.noisy_secondDifference_error' depends on axioms: [propext, Classical.choice, Quot.sound]
'FiniteDifferenceForceConstant.optimal_step' depends on axioms: [propext, Classical.choice, Quot.sound]
```

## Reading the statements

`secondDifference E x h` is D(h), and `Icc (x - h) (x + h)` is the closed interval. In `secondDifference_error`, the hypothesis `hE` states the fourfold continuous differentiability on that interval, and `hM` bounds the fourth derivative through `iteratedDerivWithin`, which uses only points of the interval. The conclusion uses `iteratedDeriv 2 E x`, the ordinary second derivative. The two notions agree at x because h > 0 makes x an interior point.

`quartic_attains_error` gives the quartic example as an identity multiplied through by h², so it holds for every real M, x and h. `noisy_secondDifference_error` keeps the hypotheses `hE` and `hM` on the exact curve `E`. There `F` is the computed curve, and its deviation from `E` is restricted only at the three points used. `F` need not be continuous. `optimal_step` concerns the expression B(h) alone, for non-negative M and ε and positive h.

## How the proof follows the derivation

`displaced_derivatives` supplies the derivatives of g(x + t) and g(x − t), including the minus sign, by the chain rule within the interval. `growth_bound` is the integration step. Instead of evaluating an integral, it compares |u| with the explicit function C tⁿ⁺¹/(n + 1), whose derivative is C tⁿ, using a mean-value inequality from Mathlib.

`error_of_derivative_chain` takes the successive derivatives as functions `f1` to `f4`. Its intermediate results `b3`, `b2`, `b1` and `b0` bound R‴, R″, R′ and R, in that order. The equation `e` then writes the error as R(h)/h². `secondDifference_error` obtains the chain of derivatives from the smoothness hypothesis and passes it to this lemma.

For the quartic, `d1` to `d4` compute the four derivatives in turn. In the noisy case, `e` isolates the combination δ₊ − 2δ₀ + δ₋, and `linarith` adds up the weights. In `optimal_step`, `hab` is the identity for ab and `hiff` turns a = b into the condition on h. The inequality comes from the square of √a − √b, and equality forces that square to be zero.

## Using the bound in a code

The theorems take M and ε as given. A code that estimates M from a model potential or a few extra energies gets a bound only as reliable as that estimate. M must also hold on the whole interval for the step actually used: `optimal_step` treats it as a fixed number, so after choosing h one should check that the interval still lies where M is valid. The chosen step minimises the bound, and the actual error may be smallest at another step.

The number ε covers any error in the three energies, whether from incomplete self-consistency or from an integration grid, provided that its size is at most ε at each of the three points. The difference quotient itself is evaluated in exact real arithmetic, so rounding in the subtraction and division needs a separate allowance.

The smoothness hypothesis excludes a curve with a kink inside the interval, as can happen when a calculation switches electronic state between displacements. Mixed second derivatives, which a full Hessian also needs, are not treated.
